# Unaveraged density moments up to degree N determine N points up to relabelling

## Ordered lists and unordered neighbourhoods

The neighbours of an atom form an unordered collection, while a formula or a program handles them as an ordered list. These notes take the list as the basic object and treat the order as a redundancy. A neighbourhood is a family of \(N\) positions \(x_0,\dots,x_{N-1}\) in \(\mathbb{R}^d\), with Cartesian components \(x_{ik}\), \(k=0,\dots,d-1\), measured from the central atom in a fixed frame. Two families \(x\) and \(y\) of the same length \(N\) describe the same neighbourhood when \(y_i=x_{\sigma(i)}\) for a permutation \(\sigma\) of the labels. All neighbours are of one species and carry unit weight, and positions may coincide.

The point density \(\rho_x(r)=\sum_i\delta(r-x_i)\) forgets the labels. For a multi-index \(\alpha=(\alpha_0,\dots,\alpha_{d-1})\) of non-negative integers, with total degree \(|\alpha|=\sum_k\alpha_k\), its moment is
\[
M_\alpha(x)=\int\rho_x(r)\prod_k r_k^{\alpha_k}\,d^dr=\sum_{i}\prod_{k}x_{ik}^{\alpha_k}.
\]
"Unaveraged" means that no average over rotations is taken, so the moments are in general not rotation invariant; a rotation that maps the neighbourhood onto itself only relabels the points and leaves every moment unchanged. The question is up to which total degree it suffices to take the moments so that nothing except the labels has been forgotten. For interatomic potentials fitted on features of the neighbour density, the answer below says that, for one species, a fixed number \(N\) of unweighted neighbours and a fixed frame, the sum over neighbours loses no geometric information once all monomials up to degree \(N\) are included.

## The three theorems

A family is a function `x : Fin N → Fin d → ℝ`, so `x i k` is \(x_{ik}\), and `x ∘ σ` with `σ : Equiv.Perm (Fin N)` is the relabelled list \(i\mapsto x_{\sigma(i)}\). The definition `moment x α` is the finite sum above, with \(0^0=1\); the density and the integral serve as motivation and do not occur in the file. The function `descriptor x` collects the moments whose multi-index satisfies `∑ k, α k ≤ N`.

The theorem `moments_complete` states that, for any \(N\), \(d\) and families \(x,y\) of \(N\) points, \(M_\alpha(x)=M_\alpha(y)\) for all \(|\alpha|\le N\) if and only if \(y=x\circ\sigma\) for some permutation \(\sigma\). The moment of degree zero equals \(N\) on both sides and adds nothing. The sizes \(N=0\) and \(d=0\) are included, and both sides of the equivalence are then true.

The theorem `invariant_iff_function_of_descriptor` concerns an energy `E`, which is an arbitrary real function of \(N\) positions. It satisfies \(E(x\circ\sigma)=E(x)\) for all \(x\) and \(\sigma\), the condition that identical atoms can be exchanged at no cost, if and only if there is a function \(G\) of the moment vector with \(E(x)=G(\text{descriptor of }x)\) for all \(x\). Nothing is asserted about continuity or smoothness of \(G\), or about how well a finite model approximates it.

The theorem `degree_two_incomplete_for_three_points` shows that the bound is needed in one case, \(N=3\) and \(d=1\): the triples \(\{0,4,5\}\) and \(\{1,2,6\}\) share all moments of degree at most 2 and are not relabellings of each other. Sharpness of the bound for other \(N\) or \(d\) is not among the statements.

Rotational invariants built from the moments, cutoff weights, several species, families of different lengths and the sensitivity of the positions to errors in the moments are not covered. Completeness here means injectivity up to relabelling.

## From power sums to roots

Start with \(N\) scalars \(a_0,\dots,a_{N-1}\). Their power sums and elementary symmetric sums are
\[
p_m=\sum_i a_i^{\,m},\qquad e_\ell=\sum_{|S|=\ell}\ \prod_{i\in S}a_i ,
\]
where \(S\) runs over the \(\ell\)-element subsets of the labels, and \(e_0=1\). With a formal variable \(s\), set \(F(s)=\prod_i(1+a_is)=\sum_\ell e_\ell s^\ell\). Differentiating the product and expanding the geometric series gives
\[
F'(s)=F(s)\sum_i\frac{a_i}{1+a_is}=F(s)\sum_{m\ge1}(-1)^{m-1}p_m s^{m-1}.
\]
The coefficient of \(s^{\ell-1}\) is Newton's identity,
\[
\ell\,e_\ell=(-1)^{\ell+1}\sum_{j=0}^{\ell-1}(-1)^j\,e_j\,p_{\ell-j}.
\]
The right side contains only \(e_0,\dots,e_{\ell-1}\) and \(p_1,\dots,p_\ell\). Suppose a second family \(b\) has the same \(p_1,\dots,p_N\) as \(a\). If \(e_j(a)=e_j(b)\) for all \(j<\ell\) and \(1\le\ell\le N\), then \(\ell\,e_\ell(a)=\ell\,e_\ell(b)\), and cancelling \(\ell\) gives \(e_\ell(a)=e_\ell(b)\). By induction all \(e_\ell\) up to \(\ell=N\) agree. These are the coefficients of
\[
\prod_i(X-a_i)=\sum_{j=0}^{N}(-1)^je_j\,X^{N-j},
\]
a polynomial in the indeterminate \(X\), so \(\prod_i(X-a_i)=\prod_i(X-b_i)\). Setting \(X=b_0\) makes the right side vanish, hence \(b_0=a_i\) for some \(i\). Cancel that linear factor on both sides and repeat. The result is a permutation with \(b_i=a_{\sigma(i)}\), repeated values included.

The argument used two properties of the scalars: a product vanishes only if a factor does, and a positive integer \(\ell\) is not zero. It is therefore valid in any integral domain of characteristic zero.

## Projection on a symbolic direction

To reduce vectors to scalars, project on a direction \(t=(t_0,\dots,t_{d-1})\) and put \(a_i=t\cdot x_i=\sum_k x_{ik}t_k\). The multinomial theorem, followed by an exchange of the two sums, gives
\[
p_m=\sum_i\Big(\sum_k x_{ik}t_k\Big)^m=\sum_{|\alpha|=m}\frac{m!}{\prod_k\alpha_k!}\,M_\alpha(x)\prod_k t_k^{\alpha_k}.
\]
Equal moments up to degree \(N\) thus give equal power sums \(p_1,\dots,p_N\) of the projections \(a_i=t\cdot x_i\) and \(b_i=t\cdot y_i\). For a numerical direction the matching permutation may depend on \(t\), and distinct points may have the same projection. Both difficulties disappear when the \(t_k\) are kept as indeterminates. The projections are then elements of the polynomial ring \(\mathbb{R}[t_0,\dots,t_{d-1}]\), which is an integral domain of characteristic zero, and the scalar result yields one \(\sigma\) with \(t\cdot y_i=t\cdot x_{\sigma(i)}\) as polynomials. Setting \(t\) equal to the \(k\)-th unit vector gives \(y_{ik}=x_{\sigma(i)k}\) for every \(k\). Conversely, a relabelling only reorders the terms of \(M_\alpha\).

For the energy, let \(E\) be invariant. For each moment vector \(v\) that occurs, pick a family \(z\) with that descriptor and set \(G(v)=E(z)\). Any \(x\) with descriptor \(v\) has \(z=x\circ\sigma\) by completeness, so \(E(x)=E(z)=G(v)\). In the other direction the descriptor is invariant, and so is any function of it.

## Two points in a plane, three on a line

Take \(N=d=2\) with moments \(M_{10}=4\), \(M_{01}=2\), \(M_{20}=10\), \(M_{11}=2\), \(M_{02}=4\). Then
\[
p_1=4t_0+2t_1,\qquad p_2=10t_0^2+4t_0t_1+4t_1^2 .
\]
Newton's identity gives \(e_1=p_1\) and \(2e_2=e_1p_1-p_2=6t_0^2+12t_0t_1\). The polynomial factorises,
\[
X^2-(4t_0+2t_1)X+3t_0^2+6t_0t_1=\big(X-(t_0+2t_1)\big)\big(X-3t_0\big),
\]
and the points are \((1,2)\) and \((3,0)\). The pair \((1,0)\), \((3,2)\) has the same \(M_{10},M_{01},M_{20},M_{02}\) but \(M_{11}=6\): the mixed moment records which first coordinate belongs with which second one.

For the triples on a line, both have \(p_1=9\) and \(p_2=41\), so \(e_1=9\) and \(e_2=(81-41)/2=20\). The third identity reads \(3e_3=p_3-e_1p_2+e_2p_1=p_3-189\). The triple \(\{0,4,5\}\) has \(p_3=189\) and \(e_3=0\); the triple \(\{1,2,6\}\) has \(p_3=225\) and \(e_3=12\). The two cubics differ only in their constant term, which the moments of degree at most 2 do not see. Read as a neighbour position, the point at 0 would lie on the central atom. Shifting both triples by 1 avoids this: \(\{1,5,6\}\) and \(\{2,3,7\}\) both have \(p_1=12\) and \(p_2=62\), and they are again not relabellings of each other.

## The neighbour loop

In a program the moments come from one pass over the neighbour list. For each neighbour the powers of its coordinates are tabulated, the monomials are formed and each is added to its accumulator \(M_\alpha\). In exact arithmetic the result is independent of the order of the list, so no sorting is needed; in floating point the order affects the rounding. The number of multi-indices with \(|\alpha|\le N\) is \(\binom{N+d}{d}\), which is 455 for \(N=12\) and \(d=3\), against 36 coordinates. Density-based potentials such as the moment tensor potentials and the atomic cluster expansion begin with related sums over neighbours, with radial functions and a cutoff as weights, Cartesian monomials or spherical harmonics as angular factors and a truncation chosen for cost, and then form rotationally invariant combinations. The theorems apply only to the unweighted monomial sums, before any rotational invariant is formed, and the examples and counts above, apart from the content of the three-point theorem, are arithmetic done in the text without machine verification.

## The Lean file

```lean
import Mathlib

open Finset MvPolynomial

namespace CompleteDensityMoments

noncomputable section

variable {N d : ℕ}

/-- The `m`-th power sum of `N` scalars. -/
def powerSum {R : Type*} [CommRing R] (a : Fin N → R) (m : ℕ) : R := ∑ i, a i ^ m

/-- The `k`-th elementary symmetric sum of `N` scalars: the sum of the products over all
`k`-element subsets. -/
def elemSym {R : Type*} [CommRing R] (a : Fin N → R) (k : ℕ) : R :=
  ∑ t ∈ powersetCard k univ, ∏ i ∈ t, a i

/-- The unaveraged density moment of `N` positions in `ℝ^d`: the sum over the positions of
the monomial with exponents `α`. -/
def moment (x : Fin N → Fin d → ℝ) (α : Fin d → ℕ) : ℝ := ∑ i, ∏ k, x i k ^ α k

/-- The descriptor of `N` positions: all moments of total degree at most `N`. -/
def descriptor (x : Fin N → Fin d → ℝ) : {α : Fin d → ℕ // ∑ k, α k ≤ N} → ℝ :=
  fun α => moment x α.1

/-- The projection `t · u` of a position `u` on a symbolic direction `t`, as a polynomial in
the components of `t`. -/
def linForm (u : Fin d → ℝ) : MvPolynomial (Fin d) ℝ := ∑ k, C (u k) * X k

/-- Newton's identities between elementary symmetric sums and power sums. -/
theorem newton_identity {R : Type*} [CommRing R] (a : Fin N → R) (k : ℕ) :
    (k : R) * elemSym a k = (-1) ^ (k + 1) *
      ∑ p ∈ (antidiagonal k).filter (fun p => p.1 < k),
        (-1) ^ p.1 * elemSym a p.1 * powerSum a p.2 := by
  have h := congrArg (MvPolynomial.eval a) (MvPolynomial.mul_esymm_eq_sum (Fin N) R k)
  simp only [map_mul, map_natCast, map_pow, map_neg, map_one, map_sum, map_prod,
    MvPolynomial.esymm, MvPolynomial.psum, MvPolynomial.eval_X] at h
  exact h

/-- In a domain of characteristic zero, equal power sums of orders `1` to `n` give equal
elementary symmetric sums up to order `n`. -/
theorem elemSym_eq_of_powerSum_eq {R : Type*} [CommRing R] [IsDomain R] [CharZero R]
    (a b : Fin N → R) (n : ℕ) (h : ∀ m, 1 ≤ m → m ≤ n → powerSum a m = powerSum b m)
    (k : ℕ) : k ≤ n → elemSym a k = elemSym b k := by
  induction k using Nat.strong_induction_on with
  | _ k ih =>
    intro hk
    rcases Nat.eq_zero_or_pos k with h0 | hpos
    · subst h0
      simp [elemSym]
    · -- cancel the factor `k` in Newton's identity
      have hk0 : (k : R) ≠ 0 := Nat.cast_ne_zero.mpr hpos.ne'
      apply mul_left_cancel₀ hk0
      rw [newton_identity, newton_identity]
      congr 1
      refine Finset.sum_congr rfl fun p hp => ?_
      obtain ⟨h1, h2⟩ := Finset.mem_filter.mp hp
      have h3 : p.1 + p.2 = k := by simpa using h1
      have h4 : p.1 < k := h2
      rw [ih p.1 h4 (by omega), h p.2 (by omega) (by omega)]

/-- In a domain of characteristic zero, two families of `N` scalars with equal power sums of
orders `1` to `N` coincide up to a relabelling. -/
theorem perm_of_powerSum_eq {R : Type*} [CommRing R] [IsDomain R] [CharZero R]
    (a b : Fin N → R) (h : ∀ m, 1 ≤ m → m ≤ N → powerSum a m = powerSum b m) :
    ∃ σ : Equiv.Perm (Fin N), b = a ∘ σ := by
  classical
  have hcard : ∀ f : Fin N → R, Multiset.card (univ.val.map f) = N := by
    intro f
    simp
  have hes : ∀ (f : Fin N → R) (j : ℕ), (univ.val.map f).esymm j = elemSym f j := by
    intro f j
    rw [Finset.esymm_map_val]
    rfl
  -- the monic polynomials having the two families as roots are equal
  have hpoly : ((univ.val.map a).map fun t => Polynomial.X - Polynomial.C t).prod
      = ((univ.val.map b).map fun t => Polynomial.X - Polynomial.C t).prod := by
    rw [Multiset.prod_X_sub_X_eq_sum_esymm, Multiset.prod_X_sub_X_eq_sum_esymm,
      hcard a, hcard b]
    refine Finset.sum_congr rfl fun j hj => ?_
    have hj' : j ≤ N := Nat.lt_succ_iff.mp (Finset.mem_range.mp hj)
    rw [hes, hes, elemSym_eq_of_powerSum_eq a b N h j hj']
  have hms : univ.val.map a = univ.val.map b := by
    have h1 := congrArg Polynomial.roots hpoly
    rwa [Polynomial.roots_multiset_prod_X_sub_C, Polynomial.roots_multiset_prod_X_sub_C] at h1
  -- every value occurs equally often, so the fibres can be matched
  have key : ∀ (c : R) (f : Fin N → R),
      Fintype.card {i // f i = c} = Multiset.count c (univ.val.map f) := by
    intro c f
    rw [Multiset.count_map, Fintype.card_subtype, Finset.card_def, Finset.filter_val]
    congr 1
    exact Multiset.filter_congr (fun _ _ => eq_comm)
  have e : ∀ c : R, {i // b i = c} ≃ {i // a i = c} := fun c =>
    Fintype.equivOfCardEq (by rw [key, key, hms])
  exact ⟨Equiv.ofFiberEquiv e, funext fun i => (Equiv.ofFiberEquiv_map e i).symm⟩

/-- The `m`-th power sum of the projections `t · x_i` is the sum over exponents of total degree
`m` of the multinomial coefficient times the moment times the monomial in `t`. -/
theorem powerSum_linForm (x : Fin N → Fin d → ℝ) (m : ℕ) :
    powerSum (fun i => linForm (x i)) m = ∑ α ∈ piAntidiag univ m,
      (Nat.multinomial univ α : MvPolynomial (Fin d) ℝ) * C (moment x α) * ∏ k, X k ^ α k := by
  simp only [powerSum, linForm, Finset.sum_pow_eq_sum_piAntidiag, moment]
  rw [Finset.sum_comm]
  refine Finset.sum_congr rfl fun α _ => ?_
  simp only [mul_pow, Finset.prod_mul_distrib, map_sum, map_prod, map_pow, Finset.mul_sum,
    Finset.sum_mul, mul_assoc]

/-- Every moment is unchanged by relabelling the positions. -/
theorem moment_perm (x : Fin N → Fin d → ℝ) (σ : Equiv.Perm (Fin N)) (α : Fin d → ℕ) :
    moment (x ∘ σ) α = moment x α :=
  Equiv.sum_comp σ (fun i => ∏ k, x i k ^ α k)

/-- Completeness: two families of `N` positions in `ℝ^d` have equal moments for all monomials
of total degree at most `N` exactly when they coincide up to a relabelling. -/
theorem moments_complete (x y : Fin N → Fin d → ℝ) :
    (∀ α : Fin d → ℕ, ∑ k, α k ≤ N → moment x α = moment y α) ↔
      ∃ σ : Equiv.Perm (Fin N), y = x ∘ σ := by
  constructor
  · intro h
    -- the projections on the symbolic direction have equal power sums
    obtain ⟨σ, hσ⟩ := perm_of_powerSum_eq (fun i => linForm (x i)) (fun i => linForm (y i)) (by
      intro m _ hm
      rw [powerSum_linForm, powerSum_linForm]
      refine Finset.sum_congr rfl fun α hα => ?_
      have h1 : ∑ k, α k = m := (Finset.mem_piAntidiag.mp hα).1
      rw [h α (h1.le.trans hm)])
    refine ⟨σ, ?_⟩
    funext i k
    -- evaluating at the `k`-th unit direction recovers the `k`-th coordinate
    have h1 : linForm (y i) = linForm (x (σ i)) := congrFun hσ i
    have h2 := congrArg (MvPolynomial.eval (Pi.single k (1 : ℝ) : Fin d → ℝ)) h1
    simpa [linForm, Pi.single_apply] using h2
  · rintro ⟨σ, rfl⟩ α _
    exact (moment_perm x σ α).symm

/-- An energy of `N` positions is invariant under relabelling exactly when it is a function
of the moments of total degree at most `N`. -/
theorem invariant_iff_function_of_descriptor (E : (Fin N → Fin d → ℝ) → ℝ) :
    (∀ x (σ : Equiv.Perm (Fin N)), E (x ∘ σ) = E x) ↔
      ∃ G : ({α : Fin d → ℕ // ∑ k, α k ≤ N} → ℝ) → ℝ, ∀ x, E x = G (descriptor x) := by
  classical
  constructor
  · intro hE
    -- evaluate `E` on any configuration with the given descriptor
    refine ⟨fun v => if h : ∃ z : Fin N → Fin d → ℝ, descriptor z = v then E h.choose else 0,
      fun x => ?_⟩
    have hx : ∃ z : Fin N → Fin d → ℝ, descriptor z = descriptor x := ⟨x, rfl⟩
    obtain ⟨σ, hσ⟩ := (moments_complete x hx.choose).mp
      (fun α hα => (congrFun hx.choose_spec ⟨α, hα⟩).symm)
    have h1 : E x = E hx.choose := (hE x σ).symm.trans (congrArg E hσ).symm
    simp only [dif_pos hx]
    exact h1
  · rintro ⟨G, hG⟩ x σ
    have h1 : descriptor (x ∘ σ) = descriptor x := funext fun α => moment_perm x σ α.1
    rw [hG, hG, h1]

/-- Three points on a line at `0, 4, 5`. -/
def tripleA : Fin 3 → Fin 1 → ℝ := fun i _ => ![0, 4, 5] i

/-- Three points on a line at `1, 2, 6`. -/
def tripleB : Fin 3 → Fin 1 → ℝ := fun i _ => ![1, 2, 6] i

/-- The triples `0, 4, 5` and `1, 2, 6` have equal moments of degree at most `2` but do not
coincide up to a relabelling. -/
theorem degree_two_incomplete_for_three_points :
    (∀ α : Fin 1 → ℕ, ∑ k, α k ≤ 2 → moment tripleA α = moment tripleB α) ∧
      ¬ ∃ σ : Equiv.Perm (Fin 3), tripleB = tripleA ∘ σ := by
  constructor
  · intro α hα
    have h0 : α 0 ≤ 2 := by simpa using hα
    obtain h | h | h : α 0 = 0 ∨ α 0 = 1 ∨ α 0 = 2 := by omega
    all_goals
      simp only [moment, Fin.prod_univ_one, h]
      norm_num [tripleA, tripleB, Fin.sum_univ_succ]
  · rintro ⟨σ, h⟩
    -- the third moments are 225 and 189
    have h3 : moment tripleB (fun _ => 3) = moment tripleA (fun _ => 3) := by
      rw [h]
      exact moment_perm _ σ _
    simp only [moment, Fin.prod_univ_one] at h3
    norm_num [tripleA, tripleB, Fin.sum_univ_succ] at h3

end

end CompleteDensityMoments
```

```lean
#print axioms CompleteDensityMoments.invariant_iff_function_of_descriptor
#print axioms CompleteDensityMoments.degree_two_incomplete_for_three_points
```

```
'CompleteDensityMoments.invariant_iff_function_of_descriptor' depends on axioms: [propext, Classical.choice, Quot.sound]
'CompleteDensityMoments.degree_two_incomplete_for_three_points' depends on axioms: [propext, Classical.choice, Quot.sound]
```

## Newton's identity and the induction in Lean

The definitions `powerSum a m` and `elemSym a k` are \(p_m\) and \(e_\ell\), with Lean's `k` in the role of \(\ell\), over a commutative ring `R`. The theorem `newton_identity` does not repeat the generating-function argument. It takes Mathlib's `MvPolynomial.mul_esymm_eq_sum`, the identity for \(N\) indeterminates, and applies `MvPolynomial.eval a` to both sides. The sum over `antidiagonal k` filtered by `p.1 < k` runs over the pairs \((j,\ell-j)\) with \(j<\ell\).

In `elemSym_eq_of_powerSum_eq` the induction is strong because the identity involves all lower \(e_j\). Order zero is \(e_0=1\). For positive order, `CharZero R` supplies `hk0`, and `mul_left_cancel₀ hk0`, which needs `IsDomain R`, cancels the integer factor. The two sums are then compared term by term: `ih` handles \(e_j\), the hypothesis `h` handles \(p_{\ell-j}\), and `omega` confirms \(1\le\ell-j\le n\), where \(n\) is the highest order at which the power sums are assumed equal.

## Roots, multiplicities and the permutation

In `perm_of_powerSum_eq` each family is viewed as the multiset `univ.val.map a` of its values. The step `hpoly` expands both products by `Multiset.prod_X_sub_X_eq_sum_esymm` and compares coefficients with the previous theorem at \(n=N\). The step `hms` takes roots of both sides, and `Polynomial.roots_multiset_prod_X_sub_C` replaces the repeated cancellation of linear factors. It remains to turn equal multisets into a permutation. By `key`, the number of labels \(i\) at which a family takes the value `c` is the multiplicity of `c`. The label sets of \(b\) and \(a\) for each value therefore have equal size and admit a bijection `e c`, and `Equiv.ofFiberEquiv e` assembles these into \(\sigma\).

## Vectors, energies and the counterexample

The projection is `linForm u`, where `X k` is the indeterminate \(t_k\) and `C` embeds a real number as a constant polynomial. In `powerSum_linForm`, `Finset.sum_pow_eq_sum_piAntidiag` is the multinomial theorem, `piAntidiag univ m` is the set \(|\alpha|=m\), and `Finset.sum_comm` moves the sum over points inside, where it becomes the moment. The lemma `moment_perm` is the reindexing `Equiv.sum_comp`.

The forward half of `moments_complete` applies `perm_of_powerSum_eq` with `R` the ring `MvPolynomial (Fin d) ℝ`. Its hypothesis is met by rewriting both power sums and replacing each moment of degree \(m\le N\) with `h`. Evaluation at `Pi.single k (1 : ℝ)`, the \(k\)-th unit vector, extracts the coordinate. The backward half is `moment_perm`.

In `invariant_iff_function_of_descriptor` the representative \(z\) is `h.choose`, and \(G\) is set to zero on vectors that are the descriptor of no family, a value that never enters \(E(x)=G(\text{descriptor of }x)\). The function \(G\) is obtained by choice and comes with no formula. The last theorem splits the single exponent `α 0` into the cases 0, 1, 2 and evaluates the sums. A permutation relating `tripleB` to `tripleA` would equate the third moments by `moment_perm`, and `norm_num` refutes \(225=189\).
